# Three-term recursions with $b_J=0$: orthogonality, squared norms and the common factor $P_J$

Let $R$ be a commutative ring, for instance the real numbers, and let $a_0,a_1,\dots$ and $b_1,b_2,\dots$ be elements of $R$. Define polynomials in an energy variable $x$ by

$$P_0=1,\qquad P_1=x-a_0,\qquad P_{n+2}=(x-a_{n+1})P_{n+1}-b_{n+1}P_n .$$

Each $P_n$ has leading coefficient 1, so these are unnormalised polynomials. Let $L$ be an $R$-linear map from polynomials to $R$ with $L(1)=1$ and $L(P_n)=0$ for $n\ge1$. It plays the part of an expectation value, although positivity is not assumed. Finally, let $b_J=0$ for some $J\ge1$. Then

$$L(P_mP_n)=0\ \ (m\neq n),\qquad L(P_n^2)=b_1b_2\cdots b_n,\qquad P_J\mid P_n\ \ (n\ge J).$$

The product is 1 for $n=0$ and contains $b_J=0$ for every $n\ge J$. The first two statements hold without the condition on $b_J$; only the divisibility needs it.

## Lanczos breakdown and terminating series

For a finite Hermitian matrix $H$ and a unit start vector $v$, the Lanczos method produces this recursion with $b_n=\beta_n^2$, where $\beta_n$ is the off-diagonal element of the tridiagonal matrix. The functional is $L(p)=\langle v,p(H)v\rangle$, and $b_1\cdots b_n$ is the squared norm of the unnormalised vector $P_n(H)v$.

The condition $b_J=0$ is a breakdown: the Krylov space is closed under $H$. If the recursion is continued with further coefficients, $P_J$ stays a factor of every later polynomial, so the roots already found persist.

The same algebra appears in one-dimensional quasi-exactly solvable models in which the wavefunction is a fixed prefactor, independent of $E$, times a power series whose coefficients are nonzero multiples of $P_n(E)$. There $b_J=0$ makes the series stop at a root $E$ of $P_J$.

## Moving one factor of the energy

The recursion, solved for the product with $x$, reads

$$xP_{n+1}=P_{n+2}+a_{n+1}P_{n+1}+b_{n+1}P_n. \tag{1}$$

**Pairings.** Since $P_mP_n=P_nP_m$, it is enough to take $m\le n$. We use induction on $m$.

For $m=0$, $L(P_0P_n)=L(P_n)$, which is 1 for $n=0$ and 0 otherwise. For $m=1$ and $n=k+1$, equation (1) gives

$$P_1P_{k+1}=P_{k+2}+(a_{k+1}-a_0)P_{k+1}+b_{k+1}P_k .$$

Under $L$ the first two terms vanish. The last gives $b_1$ if $k=0$ and zero if $k\ge1$.

For first index $m+2$ and second index $k+1$, with $m+2\le k+1$, write $P_{m+2}=xP_{m+1}-a_{m+1}P_{m+1}-b_{m+1}P_m$, multiply by $P_{k+1}$, and apply (1) to $xP_{k+1}$:

$$\begin{aligned}P_{m+2}P_{k+1}={}&P_{m+1}P_{k+2}+(a_{k+1}-a_{m+1})P_{m+1}P_{k+1}\\&+b_{k+1}P_{m+1}P_k-b_{m+1}P_mP_{k+1}.\end{aligned}$$

Every product on the right has a smaller first index. Because $m+1\le k$, the induction hypothesis makes the first, second and fourth terms vanish under $L$. The third also vanishes unless $k=m+1$, when it equals $b_{m+2}\,(b_1\cdots b_{m+1})$. This is the claimed squared norm.

**Common factor.** Let $Q_k$ be the polynomials of the same recursion with coefficients $a_{J+i}$ and $b_{J+i}$ in place of $a_i$ and $b_i$. We show that $P_{J+k}=P_JQ_k$. This is clear for $k=0$. For $k=1$,

$$P_{J+1}=(x-a_J)P_J-b_JP_{J-1}=P_J(x-a_J)=P_JQ_1 .$$

If it holds for $k$ and $k+1$, then

$$P_{J+k+2}=P_J\big[(x-a_{J+k+1})Q_{k+1}-b_{J+k+1}Q_k\big]=P_JQ_{k+2}.$$

It follows that a root of $P_J$ is a root of every $P_n$ with $n\ge J$.

**Null polynomials.** For $n\ge J$, multiplication by $x$ turns $P_n$ into a combination of $P_{n+1}$, $P_n$ and $P_{n-1}$. The only step that could lead below index $J$ has coefficient $b_J=0$. Hence $x^kP_n$ is a combination of $P_j$ with $j\ge J\ge1$, all of which $L$ annihilates. By linearity $L(qP_n)=0$ for every polynomial $q$.

**A functional for every choice of coefficients.** On a half-infinite chain with site vectors $e_0,e_1,\dots$, define

$$Te_0=e_1+a_0e_0,\qquad Te_{n+1}=e_{n+2}+a_{n+1}e_{n+1}+b_{n+1}e_n .$$

Then $P_0(T)e_0=e_0$ and $P_1(T)e_0=Te_0-a_0e_0=e_1$. Inductively,

$$P_{n+2}(T)e_0=(T-a_{n+1})e_{n+1}-b_{n+1}e_n=e_{n+2}.$$

Let $L(p)$ be the site-0 component of $p(T)e_0$. Then $L(1)=1$ and $L(P_n)=0$ for $n\ge1$, as required.

## A two-level example with energies $2$ and $-1$

Take $a_0=1$, $a_1=0$, $a_2=3$, $b_1=2$ and $b_2=0$, so $J=2$. Then

$$P_1=x-1,\qquad P_2=x(x-1)-2=(x-2)(x+1),\qquad P_3=(x-3)P_2 .$$

The functional is $L(p)=\tfrac23p(2)+\tfrac13p(-1)$: it gives $L(1)=1$ and $L(P_1)=\tfrac23-\tfrac23=0$, and it annihilates every multiple of $P_2$. The squared norm is $L(P_1^2)=\tfrac23\cdot1+\tfrac13\cdot4=2=b_1$, while $L(P_2^2)=0=b_1b_2$.

The corresponding symmetric matrix $\begin{pmatrix}1&\sqrt2\\\sqrt2&0\end{pmatrix}$ has eigenvalues $2$ and $-1$. The weights $\tfrac23$ and $\tfrac13$ are the squared first components of its normalised eigenvectors.

## The Lean file

```lean
import Mathlib

open Polynomial

namespace QuasiExactPolynomials

noncomputable section

variable {R : Type*} [CommRing R]

/-- The polynomials in the energy `x` generated by the three-term recursion
`P_(n+1) = (x - a_n) P_n - b_n P_(n-1)` from `P_0 = 1` and `P_1 = x - a_0`. -/
def P (a b : ℕ → R) : ℕ → R[X]
  | 0 => 1
  | 1 => X - C (a 0)
  | n + 2 => (X - C (a (n + 1))) * P a b (n + 1) - C (b (n + 1)) * P a b n

/-- Multiplication by the energy couples `P_(n+1)` only to itself and its two neighbours. -/
theorem X_mul_P (a b : ℕ → R) (n : ℕ) :
    X * P a b (n + 1) =
      P a b (n + 2) + C (a (n + 1)) * P a b (n + 1) + C (b (n + 1)) * P a b n := by
  have h : P a b (n + 2) =
    (X - C (a (n + 1))) * P a b (n + 1) - C (b (n + 1)) * P a b n := rfl
  rw [h]
  ring

/-- A linear functional on polynomials pulls out constant factors. -/
theorem map_C_mul (L : R[X] →ₗ[R] R) (r : R) (p : R[X]) : L (C r * p) = r * L p := by
  rw [← smul_eq_C_mul, map_smul, smul_eq_mul]

/-- If `L(1) = 1` and `L(P_n) = 0` for `n ≥ 1`, then for `m ≤ n` the pairing `L(P_m P_n)`
is `b_1 ⋯ b_m` when `m = n` and zero otherwise. -/
theorem pairing_of_le {a b : ℕ → R} {L : R[X] →ₗ[R] R} (h1 : L 1 = 1)
    (h0 : ∀ n, 1 ≤ n → L (P a b n) = 0) : ∀ m n : ℕ, m ≤ n →
    L (P a b m * P a b n) = if m = n then ∏ i ∈ Finset.range m, b (i + 1) else 0
  | 0, 0, _ => by simp [P, h1]
  | 0, n + 1, _ => by
    rw [show P a b 0 = 1 from rfl, one_mul, h0 _ (by omega), if_neg (by omega)]
  | 1, 0, h => absurd h (by omega)
  | 1, k + 1, _ => by
    have e : P a b 1 * P a b (k + 1) = P a b (k + 2)
        + C (a (k + 1) - a 0) * P a b (k + 1) + C (b (k + 1)) * P a b k := by
      rw [show P a b 1 = X - C (a 0) from rfl, C_sub]
      linear_combination X_mul_P a b k
    rw [e, map_add, map_add, map_C_mul, map_C_mul, h0 (k + 2) (by omega),
      h0 (k + 1) (by omega)]
    rcases k with _ | k
    · simp [P, h1]
    · rw [h0 (k + 1) (by omega), if_neg (by omega)]
      ring
  | m + 2, 0, h => absurd h (by omega)
  | m + 2, k + 1, h => by
    -- move one factor of the energy from the left polynomial to the right one
    have e : P a b (m + 2) * P a b (k + 1) = P a b (m + 1) * P a b (k + 2)
        + C (a (k + 1) - a (m + 1)) * (P a b (m + 1) * P a b (k + 1))
        + C (b (k + 1)) * (P a b (m + 1) * P a b k)
        - C (b (m + 1)) * (P a b m * P a b (k + 1)) := by
      rw [C_sub]
      linear_combination P a b (m + 1) * X_mul_P a b k - P a b (k + 1) * X_mul_P a b m
    have g1 : L (P a b (m + 1) * P a b (k + 2)) = 0 := by
      rw [pairing_of_le h1 h0 (m + 1) (k + 2) (by omega), if_neg (by omega)]
    have g2 : L (P a b (m + 1) * P a b (k + 1)) = 0 := by
      rw [pairing_of_le h1 h0 (m + 1) (k + 1) (by omega), if_neg (by omega)]
    have g3 := pairing_of_le h1 h0 (m + 1) k (by omega)
    have g4 : L (P a b m * P a b (k + 1)) = 0 := by
      rw [pairing_of_le h1 h0 m (k + 1) (by omega), if_neg (by omega)]
    rw [e, map_sub, map_add, map_add, map_C_mul, map_C_mul, map_C_mul, g1, g2, g3, g4]
    by_cases hk : m + 1 = k
    · subst hk
      have hp : ∏ i ∈ Finset.range (m + 2), b (i + 1) =
        (∏ i ∈ Finset.range (m + 1), b (i + 1)) * b (m + 1 + 1) :=
        Finset.prod_range_succ _ _
      rw [if_pos (show m + 1 = m + 1 from rfl), if_pos (show m + 2 = m + 1 + 1 from rfl), hp]
      ring
    · rw [if_neg hk, if_neg (by omega)]
      ring

/-- If `b_J = 0` with `J ≥ 1`, then `P_(J+k)` is `P_J` times the `k`-th polynomial of the
recursion whose coefficients are shifted by `J`. -/
theorem factorization {a b : ℕ → R} {J : ℕ} (hJ : 1 ≤ J) (hb : b J = 0) : ∀ k : ℕ,
    P a b (J + k) = P a b J * P (fun i => a (J + i)) (fun i => b (J + i)) k
  | 0 => (mul_one _).symm
  | 1 => by
    obtain ⟨j, rfl⟩ : ∃ j, J = j + 1 := ⟨J - 1, by omega⟩
    -- the coupling to the polynomial below `P_J` is switched off
    have r := X_mul_P a b j
    rw [hb, C_0] at r
    have q : P (fun i => a (j + 1 + i)) (fun i => b (j + 1 + i)) 1 = X - C (a (j + 1)) := rfl
    rw [q]
    linear_combination -r
  | k + 2 => by
    have i0 := factorization (a := a) hJ hb k
    have i1 : P a b (J + k + 1) =
      P a b J * P (fun i => a (J + i)) (fun i => b (J + i)) (k + 1) :=
      factorization hJ hb (k + 1)
    have r := X_mul_P a b (J + k)
    have s : X * P (fun i => a (J + i)) (fun i => b (J + i)) (k + 1) =
        P (fun i => a (J + i)) (fun i => b (J + i)) (k + 2)
        + C (a (J + k + 1)) * P (fun i => a (J + i)) (fun i => b (J + i)) (k + 1)
        + C (b (J + k + 1)) * P (fun i => a (J + i)) (fun i => b (J + i)) k :=
      X_mul_P _ _ k
    change P a b (J + k + 2) = _
    linear_combination P a b J * s - r + (X - C (a (J + k + 1))) * i1
      - C (b (J + k + 1)) * i0

/-- Let `b_J = 0` with `J ≥ 1`, `L(1) = 1` and `L(P_n) = 0` for `n ≥ 1`. Then the `P_n` are
mutually orthogonal under `L`, `L(P_n²) = b_1 ⋯ b_n`, and `P_J` divides `P_n` for `n ≥ J`. -/
theorem quasi_exact_orthogonality {a b : ℕ → R} {L : R[X] →ₗ[R] R} {J : ℕ}
    (hJ : 1 ≤ J) (hb : b J = 0) (h1 : L 1 = 1) (h0 : ∀ n, 1 ≤ n → L (P a b n) = 0) :
    (∀ m n, m ≠ n → L (P a b m * P a b n) = 0) ∧
    (∀ n, L (P a b n ^ 2) = ∏ i ∈ Finset.range n, b (i + 1)) ∧
    (∀ n, J ≤ n → P a b J ∣ P a b n) := by
  refine ⟨fun m n hmn => ?_, fun n => ?_, fun n hn => ?_⟩
  · rcases le_total m n with h | h
    · rw [pairing_of_le h1 h0 m n h, if_neg hmn]
    · rw [mul_comm, pairing_of_le h1 h0 n m h, if_neg (Ne.symm hmn)]
  · rw [pow_two, pairing_of_le h1 h0 n n le_rfl, if_pos rfl]
  · obtain ⟨k, rfl⟩ := Nat.exists_eq_add_of_le hn
    exact ⟨_, factorization hJ hb k⟩

/-- If `b_J = 0` with `J ≥ 1`, then at a root `E` of `P_J` every `P_n` with `n ≥ J` vanishes. -/
theorem truncation_at_root {a b : ℕ → R} {J : ℕ} (hJ : 1 ≤ J) (hb : b J = 0) {E : R}
    (hE : (P a b J).eval E = 0) {n : ℕ} (hn : J ≤ n) : (P a b n).eval E = 0 := by
  obtain ⟨k, rfl⟩ := Nat.exists_eq_add_of_le hn
  rw [factorization hJ hb k, eval_mul, hE, zero_mul]

/-- If `b_J = 0` with `J ≥ 1` and `L(P_n) = 0` for `n ≥ 1`, then each `P_n` with `n ≥ J` is
orthogonal under `L` to every polynomial. -/
theorem null_polynomials {a b : ℕ → R} {L : R[X] →ₗ[R] R} {J : ℕ} (hJ : 1 ≤ J)
    (hb : b J = 0) (h0 : ∀ n, 1 ≤ n → L (P a b n) = 0) (q : R[X]) {n : ℕ} (hn : J ≤ n) :
    L (q * P a b n) = 0 := by
  -- powers of the energy never lead from `n ≥ J` to an index below `J`
  have key : ∀ k n : ℕ, J ≤ n → L (X ^ k * P a b n) = 0 := by
    intro k
    induction k with
    | zero =>
      intro n hn
      rw [pow_zero, one_mul, h0 n (by omega)]
    | succ k ih =>
      intro n hn
      obtain ⟨m, rfl⟩ : ∃ m, n = m + 1 := ⟨n - 1, by omega⟩
      have e : X ^ (k + 1) * P a b (m + 1) = X ^ k * P a b (m + 2)
          + C (a (m + 1)) * (X ^ k * P a b (m + 1)) + C (b (m + 1)) * (X ^ k * P a b m) := by
        linear_combination X ^ k * X_mul_P a b m
      have z : b (m + 1) * L (X ^ k * P a b m) = 0 := by
        by_cases h : J = m + 1
        · rw [← h, hb, zero_mul]
        · rw [ih m (by omega), mul_zero]
      rw [e, map_add, map_add, map_C_mul, map_C_mul, ih (m + 2) (by omega),
        ih (m + 1) hn, z, mul_zero, add_zero, add_zero]
  induction q using Polynomial.induction_on' with
  | add p q hp hq => rw [add_mul, map_add, hp, hq, add_zero]
  | monomial k c =>
    rw [← C_mul_X_pow_eq_monomial, mul_assoc, map_C_mul, key k n hn, mul_zero]

/-- The image of site `n` of a half-infinite chain under hopping: amplitude `1` to the right,
`a_n` on site, and `b_n` to the left when `n ≥ 1`. -/
def hop (a b : ℕ → R) : ℕ → (ℕ →₀ R)
  | 0 => Finsupp.single 1 1 + a 0 • Finsupp.single 0 1
  | n + 1 => Finsupp.single (n + 2) 1 + a (n + 1) • Finsupp.single (n + 1) 1
      + b (n + 1) • Finsupp.single n 1

/-- The hopping operator of the chain, extended linearly from the sites. -/
def chain (a b : ℕ → R) : Module.End R (ℕ →₀ R) := Finsupp.linearCombination R (hop a b)

/-- The polynomial `P_n` of the hopping operator carries site `0` to site `n`. -/
theorem P_chain (a b : ℕ → R) : ∀ n : ℕ,
    aeval (chain a b) (P a b n) (Finsupp.single 0 1) = Finsupp.single n 1
  | 0 => by simp [P]
  | 1 => by
    have hs : chain a b (Finsupp.single 0 1) = hop a b 0 := by
      simp [chain, Finsupp.linearCombination_single]
    simp only [P, map_sub, aeval_X, aeval_C, LinearMap.sub_apply,
      Module.algebraMap_end_apply, hs, hop]
    module
  | n + 2 => by
    have hs : chain a b (Finsupp.single (n + 1) 1) = hop a b (n + 1) := by
      simp [chain, Finsupp.linearCombination_single]
    have e : P a b (n + 2) =
      (X - C (a (n + 1))) * P a b (n + 1) - C (b (n + 1)) * P a b n := rfl
    rw [e]
    simp only [map_sub, map_mul, aeval_X, aeval_C, LinearMap.sub_apply, Module.End.mul_apply,
      P_chain a b (n + 1), P_chain a b n, Module.algebraMap_end_apply, hs, hop]
    module

/-- The functional sending `p` to the site-`0` component of `p(T)` applied to site `0`, where
`T` is the hopping operator. -/
def siteExpectation (a b : ℕ → R) : R[X] →ₗ[R] R where
  toFun p := aeval (chain a b) p (Finsupp.single 0 1) 0
  map_add' p q := by simp
  map_smul' r p := by simp

/-- For all coefficients `a`, `b`, the site-`0` expectation `L` of the chain satisfies
`L(1) = 1` and `L(P_n) = 0` for `n ≥ 1`. -/
theorem siteExpectation_witness (a b : ℕ → R) :
    siteExpectation a b 1 = 1 ∧ ∀ n, 1 ≤ n → siteExpectation a b (P a b n) = 0 := by
  refine ⟨by simp [siteExpectation], fun n hn => ?_⟩
  change aeval (chain a b) (P a b n) (Finsupp.single 0 1) 0 = 0
  rw [P_chain, Finsupp.single_apply, if_neg (by omega)]

end

end QuasiExactPolynomials
```

```lean
#print axioms QuasiExactPolynomials.quasi_exact_orthogonality
#print axioms QuasiExactPolynomials.truncation_at_root
#print axioms QuasiExactPolynomials.null_polynomials
```

```
'QuasiExactPolynomials.quasi_exact_orthogonality' depends on axioms: [propext, Classical.choice, Quot.sound]
'QuasiExactPolynomials.truncation_at_root' depends on axioms: [propext, Classical.choice, Quot.sound]
'QuasiExactPolynomials.null_polynomials' depends on axioms: [propext, Classical.choice, Quot.sound]
```

## What the theorems say in physical terms

`P a b n` is $P_n$, with the coefficients given as functions `a b : ℕ → R`; the value `b 0` is never used in it. The functional is `L : R[X] →ₗ[R] R`, and the hypotheses `h1` and `h0` are its two defining conditions. The product `∏ i ∈ Finset.range n, b (i + 1)` is $b_1\cdots b_n$.

In words, `quasi_exact_orthogonality` says: if $J\ge1$, $b_J=0$, $L(1)=1$ and $L$ annihilates every $P_n$ with $n\ge1$, then all three displayed statements hold. The hypothesis `hb : b J = 0` stands for a coupling that is switched off, so that nothing returns from site $J$ to site $J-1$. It is assumed, not derived from a Hamiltonian.

`truncation_at_root` covers roots `E` that lie in `R` itself. `null_polynomials` gives $L(qP_n)=0$ for $n\ge J$ and does not need $L(1)=1$. `siteExpectation_witness` shows that a suitable $L$ exists for all coefficients.

## From the recursion to the checked proof

`X_mul_P` is equation (1). `pairing_of_le` is the induction over pairings: the identity `e` in its last main case moves the factor $x$, and `linear_combination` verifies it from two uses of (1). The facts `g1` to `g4` evaluate the four products in the order displayed above, and the split on `m + 1 = k` separates the squared norm from the zeros.

`factorization` treats $k=0$ and $k=1$ separately, then combines the two preceding cases with the recursion for $P$ and for the shifted polynomials. The main theorem assembles these two results, using commutativity when $m>n$.

In `null_polynomials`, the induction runs over powers of $x$. The fact `z` disposes of the downward step, either because $b_J=0$ or because the lower index is still at least $J$. Linearity then extends the result from monomials to all `q`.

For the chain, `hop` gives the image of each site, `chain` extends it linearly to $T$, and `P_chain` proves $P_n(T)e_0=e_n$. Reading off component 0 gives `siteExpectation`.

## Rounding, positivity and spectra

The theorems concern identities in a commutative ring. Floating-point numbers do not form one, so no bound on rounding error or on the loss of orthogonality in Lanczos follows. A small but nonzero $b_J$ does not satisfy the hypothesis either, and a code that sets it to zero below a threshold needs a separate error estimate.

Positivity is also left open. Real coefficients $b_n$ may be negative, and $L(P_n^2)$ may then be negative too, so dividing by its square root to normalise requires a check of the sign. The operator `chain` is not symmetric in general: it hops to the right with amplitude 1 and to the left with amplitude $b_n$.

The theorems do not state that $P_J$ has real or distinct roots, or that a root is an eigenvalue of a given Hamiltonian. In a quasi-exactly solvable model, the link between the differential equation and the recursion, including normalisability of the wavefunction, has to be supplied by the model.
